# N ≥ 2 uncorrelated samples with common mean and variance s²: their average has variance s²/N, and the divisor N − 1 estimates s² without bias

A Monte Carlo run produces N energies and reports their average. Another run with different random numbers would give a different average, and under the conditions below the variance of the average over such runs can be estimated from a single run.

Let X_i, with i = 0, …, N − 1, be square-integrable real random variables with common mean m and variance s². Define the sample mean, the sum of squared deviations and the sample variance by

M = (1/N) Σ_i X_i,  SS = Σ_i (X_i − M)²,  S² = SS/(N − 1).

If N ≥ 2 and Cov(X_i, X_j) = 0 for all i ≠ j, then

Var(M) = s²/N and E[S²] = s².

## The squared error bar S²/N

A code that prints √(S²/N) as its error bar relies on both identities: together they give E[S²/N] = Var(M). In variational Monte Carlo this applies to local energies that have finite variance and are sampled without correlation. The square root itself is in general not unbiased.

Correlation can spoil the estimate. If every pair has covariance ρs², then

Var(M) = s²(1 + (N − 1)ρ)/N and E[S²] = s²(1 − ρ).

For ρ > 0 and s² > 0, S²/N is then too small on average. A Markov chain usually has correlations that depend on the time separation, so this is only a simple model of one.

## From covariances to the divisor N − 1

For fixed weights w_i, linearity gives E[Σ_i w_i X_i] = m Σ_i w_i, so E[M] = m. Subtracting the mean and expanding the square gives

Var(Σ_i w_i X_i) = E[(Σ_i w_i (X_i − m))²] = Σ_i Σ_j w_i w_j Cov(X_i, X_j).

Without correlations only i = j survives, leaving s² Σ_i w_i². With w_i = 1/N this is N s²/N² = s²/N.

For the second identity, write

(X_i − M)² = (X_i − m)² − 2(M − m)X_i + M² − m².

Summing over i and using Σ_i X_i = NM gives

SS = Σ_i (X_i − m)² − N(M − m)².

Taking expectations,

E[SS] = N s² − N Var(M) = N s² − s² = (N − 1)s²,

and division by N − 1 gives E[S²] = s².

With common covariance ρs², the double sum has N diagonal and N(N − 1) off-diagonal terms:

Var(M) = [N s² + N(N − 1)ρs²]/N² = s²(1 + (N − 1)ρ)/N.

Hence E[SS] = N s² − N Var(M) = (N − 1)s²(1 − ρ).

If the weights sum to 1, then Σ_i (w_i − 1/N)² = Σ_i w_i² − 1/N. For uncorrelated samples the weighted estimator therefore has variance s²/N + s² Σ_i (w_i − 1/N)², which equal weights minimise.

## The Lean file

```lean
import Mathlib

open MeasureTheory ProbabilityTheory

namespace SampleMeanVariance

noncomputable section

variable {Ω : Type*} {N : ℕ}

/-- The sample mean of `N` random variables. -/
def sampleMean (X : Fin N → Ω → ℝ) (ω : Ω) : ℝ := (∑ i, X i ω) / N

/-- The sum of squared deviations of the samples from their sample mean. -/
def sumSqDev (X : Fin N → Ω → ℝ) (ω : Ω) : ℝ := ∑ i, (X i ω - sampleMean X ω) ^ 2

/-- The sample variance: the sum of squared deviations divided by `N - 1`. -/
def sampleVariance (X : Fin N → Ω → ℝ) (ω : Ω) : ℝ := sumSqDev X ω / ((N : ℝ) - 1)

/-- The weighted sum of the samples with fixed weights `w`. -/
def linearEstimator (w : Fin N → ℝ) (X : Fin N → Ω → ℝ) (ω : Ω) : ℝ := ∑ i, w i * X i ω

/-- The sample mean is the weighted sum with all weights equal to `1 / N`. -/
theorem sampleMean_eq_linearEstimator (X : Fin N → Ω → ℝ) :
    sampleMean X = linearEstimator (fun _ => 1 / (N : ℝ)) X := by
  funext ω
  simp only [sampleMean, linearEstimator, ← Finset.mul_sum]
  ring

/-- The sum of squared deviations from the sample mean equals the sum of squared deviations
from any number `m` minus `N` times the squared distance of the sample mean from `m`. -/
theorem sumSqDev_eq (X : Fin N → Ω → ℝ) (m : ℝ) (ω : Ω) :
    sumSqDev X ω = ∑ i, (X i ω - m) ^ 2 - N * (sampleMean X ω - m) ^ 2 := by
  rcases Nat.eq_zero_or_pos N with rfl | hN
  · simp [sumSqDev]
  have hN' : (N : ℝ) ≠ 0 := by exact_mod_cast hN.ne'
  have key : ∀ a : ℝ, ∑ i, X i ω = N * a →
      ∑ i, (X i ω - a) ^ 2 = ∑ i, (X i ω - m) ^ 2 - N * (a - m) ^ 2 := by
    intro a hs
    calc ∑ i, (X i ω - a) ^ 2
        = ∑ i, ((X i ω - m) ^ 2 - 2 * (a - m) * X i ω + (a ^ 2 - m ^ 2)) :=
          Finset.sum_congr rfl fun i _ => by ring
      _ = ∑ i, (X i ω - m) ^ 2 - N * (a - m) ^ 2 := by
          simp only [Finset.sum_add_distrib, Finset.sum_sub_distrib, ← Finset.mul_sum,
            Finset.sum_const, Finset.card_univ, Fintype.card_fin, nsmul_eq_mul]
          rw [hs]
          ring
  have hs : ∑ i, X i ω = N * sampleMean X ω := by
    unfold sampleMean
    field_simp
  exact key _ hs

variable [MeasurableSpace Ω] {μ : Measure Ω}

/-- The samples are square integrable with common mean `m` and common variance `s ^ 2`. -/
structure CommonMoments (μ : Measure Ω) (X : Fin N → Ω → ℝ) (m s : ℝ) : Prop where
  memLp : ∀ i, MemLp (X i) 2 μ
  mean : ∀ i, ∫ ω, X i ω ∂μ = m
  var : ∀ i, Var[X i; μ] = s ^ 2

/-- Any two different samples have zero covariance. -/
def PairwiseUncorrelated (μ : Measure Ω) (X : Fin N → Ω → ℝ) : Prop :=
  ∀ i j, i ≠ j → cov[X i, X j; μ] = 0

/-- A finite sum of integrable variables is integrable and its expectation is the sum of the
expectations. -/
theorem expectation_sum (f : Fin N → Ω → ℝ) (hf : ∀ i, Integrable (f i) μ) :
    Integrable (fun ω => ∑ i, f i ω) μ ∧ ∫ ω, ∑ i, f i ω ∂μ = ∑ i, ∫ ω, f i ω ∂μ := by
  constructor
  · exact integrable_finsetSum _ fun i _ => hf i
  · exact integral_finsetSum _ fun i _ => hf i

variable [IsProbabilityMeasure μ] {X : Fin N → Ω → ℝ} {m s : ℝ}

/-- A weighted sum of square-integrable samples is square integrable and its expectation is
the weighted sum of the expectations. -/
theorem expectation_linearEstimator (w : Fin N → ℝ) (h : ∀ i, MemLp (X i) 2 μ) :
    MemLp (linearEstimator w X) 2 μ ∧
      ∫ ω, linearEstimator w X ω ∂μ = ∑ i, w i * (∫ ω, X i ω ∂μ) := by
  constructor
  · show MemLp (fun ω => ∑ i, w i * X i ω) 2 μ
    exact memLp_finsetSum _ fun i _ => (h i).const_mul (w i)
  · have h1 := (expectation_sum (fun i ω => w i * X i ω)
      fun i => ((h i).integrable one_le_two).const_mul (w i)).2
    simp only [integral_const_mul] at h1
    exact h1

/-- The variance of a weighted sum of square-integrable samples is the quadratic form of the
covariance matrix evaluated on the weights. -/
theorem variance_linearEstimator (w : Fin N → ℝ) (h : ∀ i, MemLp (X i) 2 μ) :
    Var[linearEstimator w X; μ] = ∑ i, ∑ j, w i * w j * cov[X i, X j; μ] := by
  obtain ⟨hL, hE⟩ := expectation_linearEstimator w h
  have hc : ∀ i, MemLp (fun ω => X i ω - (∫ a, X i a ∂μ)) 2 μ :=
    fun i => (h i).sub (memLp_const (∫ a, X i a ∂μ))
  have hq : ∀ i j, Integrable
      (fun ω => (X i ω - (∫ a, X i a ∂μ)) * (X j ω - (∫ a, X j a ∂μ))) μ := by
    intro i j
    have h1 := (hc i).integrable_mul (hc j)
    exact h1
  have hp : ∀ i j, Integrable
      (fun ω => w i * w j * ((X i ω - (∫ a, X i a ∂μ)) * (X j ω - (∫ a, X j a ∂μ)))) μ :=
    fun i j => (hq i j).const_mul (w i * w j)
  -- expand the squared fluctuation into a double sum
  have hexp : ∀ ω, (linearEstimator w X ω - ∑ i, w i * (∫ a, X i a ∂μ)) ^ 2 =
      ∑ i, ∑ j, w i * w j * ((X i ω - (∫ a, X i a ∂μ)) * (X j ω - (∫ a, X j a ∂μ))) := by
    intro ω
    unfold linearEstimator
    rw [← Finset.sum_sub_distrib, sq, Finset.sum_mul_sum]
    exact Finset.sum_congr rfl fun i _ => Finset.sum_congr rfl fun j _ => by ring
  rw [variance_eq_integral hL.aestronglyMeasurable.aemeasurable, hE]
  simp only [hexp]
  -- integrate term by term
  refine (expectation_sum _ fun i => (expectation_sum _ (hp i)).1).2.trans ?_
  refine Finset.sum_congr rfl fun i _ => ?_
  refine (expectation_sum _ (hp i)).2.trans ?_
  refine Finset.sum_congr rfl fun j _ => ?_
  exact integral_const_mul _ _

/-- The sample mean of at least one sample has expectation `m`. -/
theorem expectation_sampleMean (hN : 0 < N) (h : CommonMoments μ X m s) :
    ∫ ω, sampleMean X ω ∂μ = m := by
  have hN' : (N : ℝ) ≠ 0 := by exact_mod_cast hN.ne'
  rw [sampleMean_eq_linearEstimator, (expectation_linearEstimator _ h.memLp).2]
  simp only [h.mean, Finset.sum_const, Finset.card_univ, Fintype.card_fin, nsmul_eq_mul]
  field_simp

/-- For arbitrarily correlated samples the sum of squared deviations is integrable, and its
expectation divided by `N` is `s ^ 2` minus the variance of the sample mean. -/
theorem expectation_sumSqDev (hN : 0 < N) (h : CommonMoments μ X m s) :
    Integrable (sumSqDev X) μ ∧
      (∫ ω, sumSqDev X ω ∂μ) / N = s ^ 2 - Var[sampleMean X; μ] := by
  have hN' : (N : ℝ) ≠ 0 := by exact_mod_cast hN.ne'
  have hM : MemLp (sampleMean X) 2 μ := by
    rw [sampleMean_eq_linearEstimator]
    exact (expectation_linearEstimator _ h.memLp).1
  have hc : ∀ i, MemLp (fun ω => X i ω - m) 2 μ := fun i => (h.memLp i).sub (memLp_const m)
  have hcM : MemLp (fun ω => sampleMean X ω - m) 2 μ := hM.sub (memLp_const m)
  have hi : ∀ i, Integrable (fun ω => (X i ω - m) ^ 2) μ := fun i => (hc i).integrable_sq
  have hM2 : Integrable (fun ω => (sampleMean X ω - m) ^ 2) μ := hcM.integrable_sq
  have hM3 : Integrable (fun ω => (N : ℝ) * (sampleMean X ω - m) ^ 2) μ := hM2.const_mul (N : ℝ)
  -- second moments about the true mean are the variances
  have hvi : ∀ i, ∫ ω, (X i ω - m) ^ 2 ∂μ = s ^ 2 := by
    intro i
    rw [← h.var i, variance_eq_integral (h.memLp i).aestronglyMeasurable.aemeasurable, h.mean i]
  have hvM : ∫ ω, (sampleMean X ω - m) ^ 2 ∂μ = Var[sampleMean X; μ] := by
    rw [variance_eq_integral hM.aestronglyMeasurable.aemeasurable, expectation_sampleMean hN h]
  have hg : ∫ ω, (N : ℝ) * (sampleMean X ω - m) ^ 2 ∂μ = N * Var[sampleMean X; μ] := by
    rw [← hvM]
    exact integral_const_mul _ _
  have hS : sumSqDev X =
      fun ω => ∑ i, (X i ω - m) ^ 2 - N * (sampleMean X ω - m) ^ 2 :=
    funext fun ω => sumSqDev_eq X m ω
  obtain ⟨hs1, hs2⟩ := expectation_sum _ hi
  constructor
  · rw [hS]
    exact hs1.sub hM3
  · have h1 : ∫ ω, sumSqDev X ω ∂μ = (∫ ω, ∑ i, (X i ω - m) ^ 2 ∂μ) -
        ∫ ω, (N : ℝ) * (sampleMean X ω - m) ^ 2 ∂μ := by
      rw [hS]
      exact integral_sub hs1 hM3
    have h2 : ∫ ω, ∑ i, (X i ω - m) ^ 2 ∂μ = ∑ i, ∫ ω, (X i ω - m) ^ 2 ∂μ := hs2
    rw [h1, h2, hg, div_eq_iff hN']
    simp only [hvi, Finset.sum_const, Finset.card_univ, Fintype.card_fin, nsmul_eq_mul]
    ring

/-- For pairwise uncorrelated samples the variance of a weighted sum is `s ^ 2` times the sum
of the squared weights. -/
theorem variance_linearEstimator_of_uncorrelated (w : Fin N → ℝ) (h : CommonMoments μ X m s)
    (hu : PairwiseUncorrelated μ X) :
    Var[linearEstimator w X; μ] = s ^ 2 * ∑ i, w i ^ 2 := by
  rw [variance_linearEstimator w h.memLp, Finset.mul_sum]
  refine Finset.sum_congr rfl fun i _ => ?_
  -- only the diagonal term survives
  rw [Finset.sum_eq_single i]
  · rw [covariance_self (h.memLp i).aestronglyMeasurable.aemeasurable, h.var i]
    ring
  · intro j _ hj
    rw [hu i j (Ne.symm hj), mul_zero]
  · intro hi
    exact absurd (Finset.mem_univ i) hi

/-- For `N ≥ 2` pairwise uncorrelated samples with mean `m` and variance `s ^ 2`, the sample
mean has variance `s ^ 2 / N`, and the sample variance is integrable with expectation `s ^ 2`. -/
theorem variance_sampleMean_and_expectation_sampleVariance (hN : 2 ≤ N)
    (h : CommonMoments μ X m s) (hu : PairwiseUncorrelated μ X) :
    Var[sampleMean X; μ] = s ^ 2 / N ∧ Integrable (sampleVariance X) μ ∧
      ∫ ω, sampleVariance X ω ∂μ = s ^ 2 := by
  have hN0 : 0 < N := by omega
  have hN' : (N : ℝ) ≠ 0 := by exact_mod_cast hN0.ne'
  have hN2 : (2 : ℝ) ≤ N := by exact_mod_cast hN
  have hN1 : (N : ℝ) - 1 ≠ 0 := (by linarith : (0 : ℝ) < (N : ℝ) - 1).ne'
  have hv : Var[sampleMean X; μ] = s ^ 2 / N := by
    rw [sampleMean_eq_linearEstimator, variance_linearEstimator_of_uncorrelated _ h hu]
    simp only [Finset.sum_const, Finset.card_univ, Fintype.card_fin, nsmul_eq_mul]
    field_simp
  obtain ⟨hI, hE⟩ := expectation_sumSqDev hN0 h
  refine ⟨hv, hI.div_const ((N : ℝ) - 1), ?_⟩
  have h1 : ∫ ω, sampleVariance X ω ∂μ = (∫ ω, sumSqDev X ω ∂μ) / ((N : ℝ) - 1) :=
    integral_div ((N : ℝ) - 1) (sumSqDev X)
  -- the fluctuation of the mean removes one of the `N` contributions
  rw [hv, div_eq_iff hN'] at hE
  rw [h1, div_eq_iff hN1, hE]
  field_simp

/-- For pairwise uncorrelated samples and weights summing to one, the weighted sum has
expectation `m` and variance `s ^ 2 / N` plus `s ^ 2` times the squared distance of the
weights from `1 / N`. -/
theorem variance_linearEstimator_of_sum_eq_one (w : Fin N → ℝ) (hw : ∑ i, w i = 1)
    (h : CommonMoments μ X m s) (hu : PairwiseUncorrelated μ X) :
    ∫ ω, linearEstimator w X ω ∂μ = m ∧
      Var[linearEstimator w X; μ] = s ^ 2 / N + s ^ 2 * ∑ i, (w i - 1 / (N : ℝ)) ^ 2 := by
  have hN' : (N : ℝ) ≠ 0 := by
    intro h0
    have h1 : N = 0 := by exact_mod_cast h0
    subst h1
    simp at hw
  have hinv : (N : ℝ) * (N : ℝ)⁻¹ = 1 := mul_inv_cancel₀ hN'
  constructor
  · rw [(expectation_linearEstimator w h.memLp).2]
    simp only [h.mean]
    rw [← Finset.sum_mul, hw, one_mul]
  · have hsum : ∀ c : ℝ, ∑ i, (w i - c) ^ 2 = ∑ i, w i ^ 2 - 2 * c + N * c ^ 2 := by
      intro c
      calc ∑ i, (w i - c) ^ 2 = ∑ i, (w i ^ 2 - 2 * c * w i + c ^ 2) :=
            Finset.sum_congr rfl fun i _ => by ring
        _ = ∑ i, w i ^ 2 - 2 * c + N * c ^ 2 := by
            simp only [Finset.sum_add_distrib, Finset.sum_sub_distrib, ← Finset.mul_sum,
              Finset.sum_const, Finset.card_univ, Fintype.card_fin, nsmul_eq_mul]
            rw [hw]
            ring
    rw [variance_linearEstimator_of_uncorrelated w h hu, hsum]
    linear_combination (-(s ^ 2) * (N : ℝ)⁻¹) * hinv

/-- If `N ≥ 2` samples have common mean and variance `s ^ 2`, and every pair of different samples
has covariance `ρ s ^ 2`, the sample mean has variance `s ^ 2 (1 + (N - 1) ρ) / N` and the sample
variance has expectation `s ^ 2 (1 - ρ)`. -/
theorem equicorrelated (hN : 2 ≤ N) (ρ : ℝ) (h : CommonMoments μ X m s)
    (hρ : ∀ i j, i ≠ j → cov[X i, X j; μ] = ρ * s ^ 2) :
    Var[sampleMean X; μ] = s ^ 2 * (1 + ((N : ℝ) - 1) * ρ) / N ∧
      ∫ ω, sampleVariance X ω ∂μ = s ^ 2 * (1 - ρ) := by
  have hN0 : 0 < N := by omega
  have hN' : (N : ℝ) ≠ 0 := by exact_mod_cast hN0.ne'
  have hN2 : (2 : ℝ) ≤ N := by exact_mod_cast hN
  have hN1 : (N : ℝ) - 1 ≠ 0 := (by linarith : (0 : ℝ) < (N : ℝ) - 1).ne'
  -- covariance matrix: constant part plus diagonal part
  have hcov : ∀ i j, cov[X i, X j; μ] = ρ * s ^ 2 + if i = j then (1 - ρ) * s ^ 2 else 0 := by
    intro i j
    by_cases hij : i = j
    · subst hij
      rw [covariance_self (h.memLp i).aestronglyMeasurable.aemeasurable, h.var i, if_pos rfl]
      ring
    · rw [hρ i j hij, if_neg hij, add_zero]
  have hv : Var[sampleMean X; μ] = s ^ 2 * (1 + ((N : ℝ) - 1) * ρ) / N := by
    rw [sampleMean_eq_linearEstimator, variance_linearEstimator _ h.memLp]
    simp only [hcov, ← Finset.mul_sum, Finset.sum_add_distrib, Finset.sum_ite_eq,
      Finset.mem_univ, if_true, Finset.sum_const, Finset.card_univ, Fintype.card_fin,
      nsmul_eq_mul]
    linear_combination
      ((N : ℝ)⁻¹ * (s ^ 2 * (1 + ((N : ℝ) - 1) * ρ))) * mul_inv_cancel₀ hN'
  have hE := (expectation_sumSqDev hN0 h).2
  refine ⟨hv, ?_⟩
  have h1 : ∫ ω, sampleVariance X ω ∂μ = (∫ ω, sumSqDev X ω ∂μ) / ((N : ℝ) - 1) :=
    integral_div ((N : ℝ) - 1) (sumSqDev X)
  rw [hv, div_eq_iff hN'] at hE
  rw [h1, div_eq_iff hN1, hE]
  linear_combination (-(s ^ 2 * (1 + ((N : ℝ) - 1) * ρ))) * mul_inv_cancel₀ hN'

/-- The measure giving weight one quarter to each of four points. -/
def fourPoint : Measure (Fin 4) :=
  (4 : ENNReal)⁻¹ • (Measure.dirac 0 + Measure.dirac 1 + Measure.dirac 2 + Measure.dirac 3)

/-- Three variables with values `±1` on four points. -/
def signs : Fin 3 → Fin 4 → ℝ := ![![1, 1, -1, -1], ![1, -1, 1, -1], ![1, -1, -1, 1]]

/-- On four equally likely points the three sign variables have mean zero and variance one,
are pairwise uncorrelated, and the third is the product of the first two. -/
theorem signs_witness :
    IsProbabilityMeasure fourPoint ∧ CommonMoments fourPoint signs 0 1 ∧
      PairwiseUncorrelated fourPoint signs ∧ ∀ ω, signs 2 ω = signs 0 ω * signs 1 ω := by
  have hprob : IsProbabilityMeasure fourPoint := by
    have hu : fourPoint Set.univ = (4 : ENNReal)⁻¹ * (1 + 1 + 1 + 1) := by
      simp only [fourPoint, Measure.smul_apply, Measure.add_apply, measure_univ, smul_eq_mul]
    have h4 : (1 + 1 + 1 + 1 : ENNReal) = 4 := by norm_num
    constructor
    rw [hu, h4]
    exact ENNReal.inv_mul_cancel (by simp) (by simp)
  haveI := hprob
  -- expectations are averages over the four points
  have hint : ∀ f : Fin 4 → ℝ, ∫ ω, f ω ∂fourPoint = (f 0 + f 1 + f 2 + f 3) / 4 := by
    intro f
    unfold fourPoint
    rw [integral_smul_measure, integral_add_measure, integral_add_measure, integral_add_measure]
    · simp only [integral_dirac, ENNReal.toReal_inv, ENNReal.toReal_ofNat, smul_eq_mul]
      ring
    all_goals exact Integrable.of_finite
  have hL : ∀ i, MemLp (signs i) 2 fourPoint := by
    intro i
    exact MemLp.of_discrete
  have hmean : ∀ i, ∫ ω, signs i ω ∂fourPoint = 0 := by
    intro i
    rw [hint (signs i)]
    fin_cases i <;> simp [signs]
  refine ⟨hprob, ⟨hL, hmean, ?_⟩, ?_, ?_⟩
  · intro i
    rw [variance_eq_integral (hL i).aestronglyMeasurable.aemeasurable, hmean i, hint]
    fin_cases i <;> simp [signs] <;> norm_num
  · intro i j hij
    unfold covariance
    rw [hmean i, hmean j, hint]
    fin_cases i <;> fin_cases j <;>
      first
        | exact absurd rfl hij
        | simp [signs]
  · intro ω
    fin_cases ω <;> simp [signs]

end

end SampleMeanVariance
```

```lean
#print axioms SampleMeanVariance.variance_sampleMean_and_expectation_sampleVariance
-- 'SampleMeanVariance.variance_sampleMean_and_expectation_sampleVariance' depends on axioms: [propext, Classical.choice, Quot.sound]
#print axioms SampleMeanVariance.variance_linearEstimator_of_sum_eq_one
-- 'SampleMeanVariance.variance_linearEstimator_of_sum_eq_one' depends on axioms: [propext, Classical.choice, Quot.sound]
#print axioms SampleMeanVariance.equicorrelated
-- 'SampleMeanVariance.equicorrelated' depends on axioms: [propext, Classical.choice, Quot.sound]
```

## What is assumed, and how the proof runs

`Ω` with the probability measure `μ` describes the possible runs, and `X i ω` is sample i in run ω. `CommonMoments` contains square integrability (`MemLp (X i) 2 μ`), the common mean and the common variance; for a simulation, these stand for an equilibrated run with finite variance. `PairwiseUncorrelated` is the zero-covariance condition. Both are hypotheses that a sampler has to satisfy. `variance_sampleMean_and_expectation_sampleVariance` states the main result, including integrability of S².

`variance_linearEstimator` expands the square in `hexp` and integrates term by term with `expectation_sum`. In `variance_linearEstimator_of_uncorrelated`, `Finset.sum_eq_single` keeps the diagonal term. `sumSqDev_eq` is the pointwise identity for SS, and `expectation_sumSqDev` integrates it for arbitrary correlations. The main theorem inserts Var(M) = s²/N and finishes the algebra with `field_simp`. `variance_linearEstimator_of_sum_eq_one` and `equicorrelated` treat the weighted and correlated cases.

The samples could also have been modelled as independent and identically distributed. With finite variance, that implies the present hypotheses, but it would exclude the example in `signs_witness`: three ±1 variables on four equally likely points, pairwise uncorrelated although the third is the product of the first two. The proof checks this example by four-point averages.

The theorems concern exact real numbers, a fixed N and weights chosen independently of the data. They give no confidence interval, no test for correlation in a given run and no bound on rounding error.
